# The sum of all bond angles is stationary when n + 1 bonds point to the corners of a regular simplex

Let r_0, …, r_n be nonzero bond vectors from a common centre, with n ≥ 2. Write e_i = r_i/|r_i| for their directions, c_ij = e_i · e_j for the cosines and θ_ij = arccos c_ij for the angles. Sums over pairs run over i < j.

Suppose every c_ij equals −1/n, as for the four bonds of a tetrahedral centre (n = 3). I believe that the sum of all θ_ij then has zero first-order change however the bonds are moved, even if their lengths differ. For the tetrahedron this is the familiar redundancy among the six bends. Can it be made rigorous and machine-checked, and does it single out the angle with cosine −1/n?

## A minimum of the cosine sum

Yes to both, given equal nonzero angles. Let C be the sum of all c_ij and Θ the sum of all θ_ij. Expanding a square gives

|e_0 + … + e_n|² = (n + 1) + 2C ≥ 0,

so C ≥ −(n + 1)/2 for all nonzero bonds. When every cosine is −1/n,

C = [n(n + 1)/2] · (−1/n) = −(n + 1)/2,

which is the minimum. C is differentiable there, so dC = 0. Since n ≥ 2, the common cosine c = −1/n lies strictly between −1 and 1, and arccos has the same finite slope for every pair:

dΘ = −(1/√(1 − c²)) dC = 0.

For the converse, let all cosines equal some c < 1 and let dΘ = 0. The bound on C gives c ≥ −1/n > −1, so the slope is finite and nonzero, and dC = 0. Put S = e_0 + … + e_n and s = e_i · S = 1 + nc. Move each bond as r_i + t|r_i|S, which has the direction of e_i + tS. Every pair then has the cosine

(c + 2st + |S|²t²)/(1 + 2st + |S|²t²),

whose slope at t = 0 is 2s(1 − c). Hence

0 = C′(0) = n(n + 1)(1 − c)s,

so s = 0 and c = −1/n.

## One displaced bond in a tetrahedron

Take r_0 = (1, 1, 1), with the other bonds along (1, −1, −1), (−1, 1, −1) and (−1, −1, 1), and move r_0 to (1 + t, 1, 1). At t = 0 the cosines c_01, c_02, c_03 change at the rates 4/9, −2/9, −2/9. With sin θ = 2√2/3, the angles change at the rates

−√2/3, √2/6, √2/6,

which add to zero. The other three angles do not change, and the lengths of the other three bonds never enter.

## What the Lean statements say

The bonds are a function `r : Fin (n + 1) → V`, where `V` is any real inner product space, so Rⁿ is included. `EquiangularStar r c` says that all bonds are nonzero and all pairwise cosines equal `c`; it puts no condition on lengths. `angleSum` adds Mathlib's unoriented angles, in radians, over `i < j`.

- `simplex_angle_redundancy`: for `2 ≤ n` and cosines `-1 / n`, `angleSum` has Fréchet derivative zero at `r`, with all bond vectors varied independently.
- `bendRow_sum_eq_zero`: under the same hypotheses, the bend rows of the Wilson B matrix at `r` sum to zero. A row is defined by `fderiv`, which returns zero for a non-differentiable function, but differentiability is proved here, so the rows are true derivatives.
- `cos_eq_of_stationary`: the converse, with equal cosines and `c < 1` assumed.
- `tetraBonds_witness`: a tetrahedral star with bond lengths in the ratio 1 : 2 : 3 : 4 satisfies the hypothesis.

The result is first order and holds at the reference geometry; Θ need not stay constant under finite distortions. In a vibrational analysis that keeps all six bends at an ideal tetrahedral centre, it makes the B matrix rows linearly dependent and G = B M⁻¹ Bᵀ singular at that geometry. In this formula B is taken in the Cartesian positions of the atoms and M is the diagonal matrix of their masses.

The variables could also have been the Cartesian positions of the centre and the n + 1 outer atoms, as in the usual B matrix. Each row would then be composed with the linear map from positions to bond vectors, and the sum of the rows would still vanish.

```lean
import Mathlib

open InnerProductGeometry

namespace SimplexAngleRedundancy

noncomputable section

variable {V : Type*} [NormedAddCommGroup V] [InnerProductSpace ℝ V] {n : ℕ}

/-- The unit vector along a nonzero bond vector; the zero vector is sent to zero. -/
def direction (x : V) : V := ‖x‖⁻¹ • x

/-- The cosine of the angle between two bonds, as the inner product of their directions. -/
def bondCos (x y : V) : ℝ := inner ℝ (direction x) (direction y)

/-- The sum of `f i j` over all pairs of bonds with `i < j`. -/
def pairSum {M : Type*} [AddCommMonoid M] (f : Fin (n + 1) → Fin (n + 1) → M) : M :=
  ∑ i, ∑ j, if i < j then f i j else 0

/-- The sum of the cosines of all bond angles. -/
def cosSum (r : Fin (n + 1) → V) : ℝ := pairSum fun i j => bondCos (r i) (r j)

/-- The sum of all bond angles. -/
def angleSum (r : Fin (n + 1) → V) : ℝ := pairSum fun i j => angle (r i) (r j)

/-- The row of the Wilson B matrix for the bend between bonds `i` and `j`: the derivative of
the angle with respect to all bond vectors. -/
def bendRow (r : Fin (n + 1) → V) (i j : Fin (n + 1)) : (Fin (n + 1) → V) →L[ℝ] ℝ :=
  fderiv ℝ (fun q : Fin (n + 1) → V => angle (q i) (q j)) r

/-- Nonzero bonds, of any lengths, whose pairwise angles all have cosine `c`. -/
def EquiangularStar (r : Fin (n + 1) → V) (c : ℝ) : Prop :=
  (∀ i, r i ≠ 0) ∧ ∀ i j, i ≠ j → bondCos (r i) (r j) = c

/-- A full double sum of a symmetric quantity is its diagonal plus twice its pair sum. -/
lemma sum_sum_eq (f : Fin (n + 1) → Fin (n + 1) → ℝ) (hf : ∀ i j, f i j = f j i) :
    ∑ i, ∑ j, f i j = ∑ i, f i i + 2 * pairSum f := by
  have h : ∀ i j, f i j = (if i = j then f i j else 0) + (if i < j then f i j else 0)
      + (if j < i then f j i else 0) := by
    intro i j
    rcases lt_trichotomy i j with h | h | h
    · simp [h, h.ne, not_lt_of_ge h.le]
    · simp [h]
    · simp [h, h.ne', not_lt_of_ge h.le, hf i j]
  have h3 : ∑ i, ∑ j, (if j < i then f j i else 0) = pairSum f := Finset.sum_comm
  have h2 : ∑ i, ∑ j, (if i < j then f i j else 0) = pairSum f := rfl
  have h1 : ∑ i, ∑ j, (if i = j then f i j else 0) = ∑ i, f i i := by simp
  rw [Finset.sum_congr rfl fun i _ => Finset.sum_congr rfl fun j _ => h i j]
  simp only [Finset.sum_add_distrib]
  rw [h1, h2, h3]
  ring

lemma pairSum_const (f : Fin (n + 1) → Fin (n + 1) → ℝ) (g : ℝ)
    (h : ∀ i j, i < j → f i j = g) : pairSum f = n * (n + 1) / 2 * g := by
  have h1 : pairSum f = pairSum (fun _ _ : Fin (n + 1) => g) := by
    refine Finset.sum_congr rfl fun i _ => Finset.sum_congr rfl fun j _ => ?_
    by_cases hij : i < j
    · rw [if_pos hij, if_pos hij, h i j hij]
    · rw [if_neg hij, if_neg hij]
  have h2 := sum_sum_eq (fun _ _ : Fin (n + 1) => g) (fun _ _ => rfl)
  simp only [Finset.sum_const, Finset.card_univ, Fintype.card_fin, nsmul_eq_mul] at h2
  push_cast at h2
  rw [h1]
  linarith

lemma pairSum_hasFDerivAt {r : Fin (n + 1) → V}
    (f : Fin (n + 1) → Fin (n + 1) → (Fin (n + 1) → V) → ℝ)
    (f' : Fin (n + 1) → Fin (n + 1) → (Fin (n + 1) → V) →L[ℝ] ℝ)
    (h : ∀ i j, i < j → HasFDerivAt (f i j) (f' i j) r) :
    HasFDerivAt (fun q => pairSum fun i j => f i j q) (pairSum f') r := by
  unfold pairSum
  refine HasFDerivAt.fun_sum fun i _ => HasFDerivAt.fun_sum fun j _ => ?_
  by_cases hij : i < j
  · simp only [if_pos hij]
    exact h i j hij
  · simp only [if_neg hij]
    exact hasFDerivAt_const 0 r

lemma norm_direction {x : V} (hx : x ≠ 0) : ‖direction x‖ = 1 := by
  rw [direction, norm_smul, norm_inv, norm_norm, inv_mul_cancel₀ (norm_ne_zero_iff.mpr hx)]

lemma direction_smul {a : ℝ} (ha : 0 < a) (x : V) : direction (a • x) = direction x := by
  rw [direction, direction, norm_smul, Real.norm_of_nonneg ha.le, smul_smul, mul_inv,
    mul_right_comm, inv_mul_cancel₀ ha.ne', one_mul]

lemma bondCos_eq (x y : V) : bondCos x y = inner ℝ x y / (‖x‖ * ‖y‖) := by
  rw [bondCos, direction, direction, real_inner_smul_left, real_inner_smul_right,
    div_eq_mul_inv, mul_inv]
  ring

/-- For any bond vectors, the sum of the cosines of all angles is at least `-(n + 1) / 2`. -/
theorem cosSum_ge (r : Fin (n + 1) → V) : -((n : ℝ) + 1) / 2 ≤ cosSum r := by
  -- expand the squared norm of the sum of all directions
  have h := sum_sum_eq (fun i j => bondCos (r i) (r j)) (fun i j => real_inner_comm _ _)
  have h0 : ∑ i, ∑ j, bondCos (r i) (r j) = ‖∑ i, direction (r i)‖ ^ 2 := by
    rw [← real_inner_self_eq_norm_sq, sum_inner]
    simp only [inner_sum, bondCos]
  have h1 : ∑ i, bondCos (r i) (r i) ≤ ∑ _i : Fin (n + 1), (1 : ℝ) := by
    refine Finset.sum_le_sum fun i _ => ?_
    rw [bondCos, real_inner_self_eq_norm_sq]
    by_cases hi : r i = 0
    · simp [hi, direction]
    · simp [norm_direction hi]
  simp only [Finset.sum_const, Finset.card_univ, Fintype.card_fin, nsmul_eq_mul, mul_one] at h1
  push_cast at h1
  have h2 : cosSum r = pairSum fun i j => bondCos (r i) (r j) := rfl
  have h3 := sq_nonneg ‖∑ i, direction (r i)‖
  linarith

lemma bondCos_differentiableAt {r : Fin (n + 1) → V} (h : ∀ i, r i ≠ 0) (i j : Fin (n + 1)) :
    DifferentiableAt ℝ (fun q : Fin (n + 1) → V => bondCos (q i) (q j)) r := by
  have hd : ∀ k, DifferentiableAt ℝ (fun q : Fin (n + 1) → V => direction (q k)) r := by
    intro k
    have hk : DifferentiableAt ℝ (fun q : Fin (n + 1) → V => q k) r := by fun_prop
    exact ((hk.norm ℝ (h k)).inv (norm_ne_zero_iff.mpr (h k))).smul hk
  exact (hd i).inner ℝ (hd j)

/-- In an equiangular star with `-1 < c < 1`, each angle is differentiable, and its derivative
is that of its cosine times the common factor `-1 / √(1 - c²)`. -/
theorem angle_hasFDerivAt {r : Fin (n + 1) → V} {c : ℝ} (h : EquiangularStar r c)
    (h1 : -1 < c) (h2 : c < 1) {i j : Fin (n + 1)} (hij : i < j) :
    HasFDerivAt (fun q : Fin (n + 1) → V => angle (q i) (q j))
      (-(1 / √(1 - c ^ 2)) •
        fderiv ℝ (fun q : Fin (n + 1) → V => bondCos (q i) (q j)) r) r := by
  have hd : HasDerivAt Real.arccos (-(1 / √(1 - c ^ 2))) (bondCos (r i) (r j)) := by
    rw [h.2 i j hij.ne]
    exact Real.hasDerivAt_arccos h1.ne' h2.ne
  simp only [angle, ← bondCos_eq]
  have hchain := hd.comp_hasFDerivAt r (bondCos_differentiableAt h.1 i j).hasFDerivAt
  exact hchain

/-- In an equiangular star with `-1 < c < 1`, the derivative of the angle sum is that of the
cosine sum times `-1 / √(1 - c²)`. -/
theorem angleSum_hasFDerivAt {r : Fin (n + 1) → V} {c : ℝ} (h : EquiangularStar r c)
    (h1 : -1 < c) (h2 : c < 1) :
    HasFDerivAt angleSum (-(1 / √(1 - c ^ 2)) • fderiv ℝ cosSum r) r := by
  have hS : HasFDerivAt cosSum (pairSum fun i j =>
      fderiv ℝ (fun q : Fin (n + 1) → V => bondCos (q i) (q j)) r) r :=
    pairSum_hasFDerivAt (fun i j q => bondCos (q i) (q j)) _
      fun i j _ => (bondCos_differentiableAt h.1 i j).hasFDerivAt
  have hA := pairSum_hasFDerivAt (fun i j q => angle (q i) (q j)) _
    fun i j hij => angle_hasFDerivAt h h1 h2 hij
  rw [hS.fderiv]
  refine HasFDerivAt.congr_fderiv hA ?_
  simp only [pairSum, Finset.smul_sum, smul_ite, smul_zero]

/-- **Simplex angle redundancy.** If `n ≥ 2` and `n + 1` bonds of any nonzero lengths have pairwise
cosines `-1/n`, the sum of all their angles has zero derivative under arbitrary changes of the
bonds. -/
theorem simplex_angle_redundancy (hn : 2 ≤ n) {r : Fin (n + 1) → V}
    (h : EquiangularStar r (-1 / n)) :
    HasFDerivAt angleSum (0 : (Fin (n + 1) → V) →L[ℝ] ℝ) r := by
  have hn' : (2 : ℝ) ≤ n := by exact_mod_cast hn
  have hpos : (0 : ℝ) < n := by linarith
  have hA := angleSum_hasFDerivAt h (by rw [lt_div_iff₀ hpos]; linarith)
    (by rw [div_lt_iff₀ hpos]; linarith)
  -- the simplex attains the lower bound of the cosine sum
  have hmin : IsLocalMin cosSum r := Filter.Eventually.of_forall fun q => by
    show cosSum r ≤ cosSum q
    have e : (n : ℝ) * (n + 1) / 2 * (-1 / n) = -((n : ℝ) + 1) / 2 := by field_simp
    rw [cosSum, pairSum_const _ _ fun i j hij => h.2 i j hij.ne, e]
    exact cosSum_ge q
  rwa [hmin.fderiv_eq_zero, smul_zero] at hA

/-- For `n ≥ 2` and `n + 1` nonzero bonds with pairwise cosines `-1/n`, the bend rows of the Wilson
B matrix sum to zero. -/
theorem bendRow_sum_eq_zero (hn : 2 ≤ n) {r : Fin (n + 1) → V}
    (h : EquiangularStar r (-1 / n)) : pairSum (bendRow r) = 0 := by
  have hn' : (2 : ℝ) ≤ n := by exact_mod_cast hn
  have hpos : (0 : ℝ) < n := by linarith
  have hA := pairSum_hasFDerivAt (fun i j q => angle (q i) (q j)) (bendRow r)
    fun i j hij => (angle_hasFDerivAt h (by rw [lt_div_iff₀ hpos]; linarith)
      (by rw [div_lt_iff₀ hpos]; linarith) hij).differentiableAt.hasFDerivAt
  exact HasFDerivAt.unique hA (simplex_angle_redundancy hn h)

/-- Converse, for `n ≥ 2` and `n + 1` nonzero bonds: if all pairwise cosines equal some `c < 1` and
the angle sum has zero derivative, then `c = -1/n`. -/
theorem cos_eq_of_stationary (hn : 2 ≤ n) {r : Fin (n + 1) → V} {c : ℝ}
    (h : EquiangularStar r c) (hc : c < 1)
    (hst : HasFDerivAt angleSum (0 : (Fin (n + 1) → V) →L[ℝ] ℝ) r) : c = -1 / n := by
  have hn' : (2 : ℝ) ≤ n := by exact_mod_cast hn
  have hc1 : -1 < c := by
    have h1 := cosSum_ge r
    rw [cosSum, pairSum_const _ _ fun i j hij => h.2 i j hij.ne] at h1
    by_contra hcon
    have h2 : (n : ℝ) * c ≤ -2 := by nlinarith
    nlinarith
  have hk : -(1 / √(1 - c ^ 2)) ≠ 0 :=
    neg_ne_zero.mpr (one_div_ne_zero (Real.sqrt_pos.mpr (by nlinarith)).ne')
  have hz : fderiv ℝ cosSum r = 0 :=
    (smul_eq_zero.mp ((angleSum_hasFDerivAt h hc1 hc).unique hst)).resolve_left hk
  have hcos : HasFDerivAt cosSum (0 : (Fin (n + 1) → V) →L[ℝ] ℝ) r := by
    rw [← hz]
    exact (pairSum_hasFDerivAt (fun i j q => bondCos (q i) (q j)) _ fun i j _ =>
      (bondCos_differentiableAt h.1 i j).hasFDerivAt).differentiableAt.hasFDerivAt
  -- move every bond along the sum `S` of all directions
  obtain ⟨S, hS⟩ : ∃ S, S = ∑ j, direction (r j) := ⟨_, rfl⟩
  obtain ⟨s, hs⟩ : ∃ s : ℝ, s = 1 + n * c := ⟨_, rfl⟩
  have hin : ∀ i, inner ℝ (direction (r i)) S = s := by
    intro i
    have e : ∀ j, inner ℝ (direction (r i)) (direction (r j))
        = c + if i = j then 1 - c else 0 := by
      intro j
      by_cases hij : i = j
      · subst hij
        rw [real_inner_self_eq_norm_sq, norm_direction (h.1 i), if_pos rfl]
        ring
      · rw [if_neg hij, add_zero]
        exact h.2 i j hij
    rw [hS, inner_sum, Finset.sum_congr rfl fun j _ => e j, Finset.sum_add_distrib,
      Finset.sum_ite_eq, if_pos (Finset.mem_univ i), Finset.sum_const, Finset.card_univ,
      Fintype.card_fin, nsmul_eq_mul, hs]
    push_cast
    ring
  let v : Fin (n + 1) → V := fun i => ‖r i‖ • S
  have hpath : ∀ t : ℝ, cosSum (r + t • v) = n * (n + 1) / 2 *
      ((c + 2 * s * t + ‖S‖ ^ 2 * t ^ 2) / (1 + 2 * s * t + ‖S‖ ^ 2 * t ^ 2)) := by
    intro t
    have hd : ∀ i, direction ((r + t • v) i) = direction (direction (r i) + t • S) := by
      intro i
      have hr := norm_pos_iff.mpr (h.1 i)
      rw [← direction_smul hr (direction (r i) + t • S)]
      congr 1
      show r i + t • (‖r i‖ • S) = _
      rw [smul_add, smul_comm t, direction, smul_smul ‖r i‖ ‖r i‖⁻¹,
        mul_inv_cancel₀ hr.ne', one_smul]
    have hnm : ∀ i, ‖direction (r i) + t • S‖ ^ 2 = 1 + 2 * s * t + ‖S‖ ^ 2 * t ^ 2 := by
      intro i
      rw [norm_add_sq_real, real_inner_smul_right, hin, norm_direction (h.1 i), norm_smul,
        mul_pow, Real.norm_eq_abs, sq_abs]
      ring
    refine pairSum_const _ _ fun i j hij => ?_
    have hb : bondCos ((r + t • v) i) ((r + t • v) j)
        = bondCos (direction (r i) + t • S) (direction (r j) + t • S) := by
      rw [bondCos, hd, hd, bondCos]
    have hq : ‖direction (r j) + t • S‖ = ‖direction (r i) + t • S‖ :=
      (sq_eq_sq₀ (norm_nonneg _) (norm_nonneg _)).1 (by rw [hnm, hnm])
    have hij' : inner ℝ (direction (r i)) (direction (r j)) = c := h.2 i j hij.ne
    rw [hb, bondCos_eq, hq, ← sq, hnm]
    congr 1
    rw [inner_add_left, inner_add_right, inner_add_right, real_inner_smul_left,
      real_inner_smul_right, real_inner_smul_left, real_inner_smul_right, hij', hin,
      real_inner_comm, hin, real_inner_self_eq_norm_sq]
    ring
  have hp : ∀ a : ℝ, HasDerivAt (fun t : ℝ => a + 2 * s * t + ‖S‖ ^ 2 * t ^ 2) (2 * s) 0 := by
    intro a
    have h1 := (((hasDerivAt_id' (0 : ℝ)).const_mul (2 * s)).const_add a).fun_add
      (((hasDerivAt_id' (0 : ℝ)).fun_pow 2).const_mul (‖S‖ ^ 2))
    exact h1.congr_deriv (by simp)
  have hg := ((hp c).fun_div (hp 1) (by norm_num)).const_mul ((n : ℝ) * (n + 1) / 2)
  have hL : HasDerivAt (fun t : ℝ => r + t • v) ((1 : ℝ) • v) 0 :=
    ((hasDerivAt_id' (0 : ℝ)).smul_const v).const_add r
  have hcos' : HasFDerivAt cosSum (0 : (Fin (n + 1) → V) →L[ℝ] ℝ) (r + (0 : ℝ) • v) := by
    rw [zero_smul, add_zero]
    exact hcos
  have hcomp := hcos'.comp_hasDerivAt (0 : ℝ) hL
  have hfun : cosSum ∘ (fun t : ℝ => r + t • v) = _ := funext hpath
  rw [hfun] at hcomp
  -- the two expressions for the initial slope agree
  have hu := hcomp.unique hg
  have hu' : (n : ℝ) * (n + 1) * (1 - c) * s = 0 := by
    norm_num at hu
    first
      | linear_combination -hu
      | (rcases hu with hu | hu
         · exfalso
           rcases hu with hu | hu
           · subst hu; omega
           · linarith
         · linear_combination (n : ℝ) * (n + 1) / 2 * hu)
  have hne : (n : ℝ) * (n + 1) * (1 - c) ≠ 0 :=
    (mul_pos (by positivity) (by linarith)).ne'
  have hs0 := (mul_eq_zero.mp hu').resolve_left hne
  rw [eq_div_iff (by linarith : (n : ℝ) ≠ 0)]
  linarith

/-- Four bonds along alternate corners of a cube, with lengths in the ratio 1 : 2 : 3 : 4. -/
def tetraBonds (i : Fin 4) : EuclideanSpace ℝ (Fin 3) :=
  ((i : ℕ) + 1 : ℝ) • (![!₂[1, 1, 1], !₂[1, -1, -1], !₂[-1, 1, -1], !₂[-1, -1, 1]] i)

/-- The four bonds `tetraBonds` are nonzero and have pairwise cosines `-1/3`. -/
theorem tetraBonds_witness : EquiangularStar (n := 3) tetraBonds (-1 / (3 : ℕ)) := by
  let w : Fin 4 → EuclideanSpace ℝ (Fin 3) :=
    ![!₂[1, 1, 1], !₂[1, -1, -1], !₂[-1, 1, -1], !₂[-1, -1, 1]]
  have hw : ∀ i, ‖w i‖ = √3 := by
    intro i
    rw [EuclideanSpace.norm_eq]
    congr 1
    fin_cases i <;> simp [w, Fin.sum_univ_succ] <;> norm_num
  have hpos : ∀ i : Fin 4, (0 : ℝ) < (i : ℕ) + 1 := fun i => by positivity
  constructor
  · intro i
    refine smul_ne_zero (hpos i).ne' (norm_ne_zero_iff.mp ?_)
    exact (hw i).trans_ne (by positivity)
  · intro i j hij
    have hb : bondCos (tetraBonds i) (tetraBonds j) = bondCos (w i) (w j) := by
      rw [bondCos, tetraBonds, tetraBonds, direction_smul (hpos i), direction_smul (hpos j)]
      rfl
    have hi : inner ℝ (w i) (w j) = -1 := by
      fin_cases i <;> fin_cases j <;>
        first
          | exact absurd rfl hij
          | simp [w, PiLp.inner_apply, Fin.sum_univ_succ]
    rw [hb, bondCos_eq, hw, hw, hi, Real.mul_self_sqrt (by norm_num)]
    norm_num

end

end SimplexAngleRedundancy
```

```lean
#print axioms SimplexAngleRedundancy.simplex_angle_redundancy
#print axioms SimplexAngleRedundancy.bendRow_sum_eq_zero
#print axioms SimplexAngleRedundancy.cos_eq_of_stationary
```

```
'SimplexAngleRedundancy.simplex_angle_redundancy' depends on axioms: [propext, Classical.choice, Quot.sound]
'SimplexAngleRedundancy.bendRow_sum_eq_zero' depends on axioms: [propext, Classical.choice, Quot.sound]
'SimplexAngleRedundancy.cos_eq_of_stationary' depends on axioms: [propext, Classical.choice, Quot.sound]
```

## How the proof follows the derivation

`sum_sum_eq` splits a symmetric double sum into its diagonal plus twice its pair sum. `cosSum_ge` applies this to the squared norm of the summed directions and obtains the lower bound on C. `pairSum_const` supplies the pair count n(n + 1)/2.

`bondCos_differentiableAt` shows that the cosines are differentiable at nonzero bonds. `angle_hasFDerivAt` is the chain rule through arccos, and `angleSum_hasFDerivAt` takes the common slope out of the sum. In the main theorem, `cosSum_ge` makes `r` a local minimum, `hmin.fderiv_eq_zero` gives dC = 0, and the angle derivative vanishes with it. The theorem on bend rows then follows from the uniqueness of derivatives.

In the converse, `hc1` proves c > −1, `hz` transfers stationarity from Θ to C, and `hin` computes e_i · S = s. `hpath` establishes the rational function along the displacement `v`; `direction_smul` removes the bond lengths. The slope at t = 0 is computed once from this formula and once by the chain rule, where it is zero. Equating the two gives `hu'`, the product n(n + 1)(1 − c)s = 0, and its other factors are nonzero.
